# A conserved cross ratio of four phases in a series array of identical overdamped Josephson junctions

Let $p_i,p_j,p_k,p_l$ be the phases of four identical overdamped junctions in series, each obeying $p'=f(t)-\sin p$ with the same drive $f$. If, at one instant, $p_i$ and $p_k$ do not differ by a multiple of $2\pi$, and neither do $p_j$ and $p_l$, then

$$
X=\frac{\sin\frac{p_i-p_j}{2}\,\sin\frac{p_k-p_l}{2}}{\sin\frac{p_i-p_k}{2}\,\sin\frac{p_j-p_l}{2}}
$$

is defined at all times and never changes.

## One current through identical junctions

A junction with critical current $I_c$, shunt resistance $R$ and negligible capacitance carries a supercurrent and a resistive current. If $\varphi$ is the phase difference across it, the total current is

$$
I=I_c\sin\varphi+\frac{\hbar}{2eR}\frac{d\varphi}{d\tau},
$$

where $\tau$ is physical time. Measuring time in units of $\hbar/(2eRI_c)$ and writing $f=I/I_c$ gives $\varphi'=f(t)-\sin\varphi$. In a series array the same current flows through every junction, so identical junctions share one function $f$. They can differ only in their phases, written $p_k$ here instead of the usual $\varphi_k$.

Two phases that differ by a multiple of $2\pi$ describe the same junction state. Shifting one phase by $2\pi$ flips the sign of one sine above and one sine below the fraction bar, so $X$ depends only on these states.

In a simulation of these equations for a series array, with no separate noise in the junctions, any drift of $X$ is numerical error.

## The array and its invariant in Lean

The junction labels form an arbitrary type `ι`, so the array may be finite or infinite. The phases are a function `p : ι → ℝ → ℝ`, and `IsSeriesArray f p` says that every `p k` has derivative `f t - Real.sin (p k t)` at every real time. Continuity of `f` is not a separate hypothesis, but a derivative at every time rules out a drive with a jump, such as a current switched on instantaneously. Solutions are taken as given on the whole time axis; their existence for a general drive is not proved.

`Coincide p i j t` means that the two phases differ by an integer multiple of $2\pi$ at time $t$. The function `chord p i j` is $\sin((p_i-p_j)/2)$. Its name comes from the points $e^{ip_i}$ and $e^{ip_j}$ on the unit circle, but it is a signed quantity whose absolute value is half the length of the geometric chord. `crossRatio p i j k l` is $X$, with the labels in the order used above.

The main theorem, `crossRatio_constant`, takes a series array and an instant `t₀` at which `i`, `k` do not coincide and `j`, `l` do not coincide. For every `t`, earlier or later, it concludes that both pairs are still non-coincident and that the cross ratio equals its value at `t₀`. The other pairs are unrestricted: if $i$ and $j$ coincide, the invariant is simply zero. If either hypothesis failed, the equality would read $0=0$ in Lean, because the denominator would vanish at all times and division by zero returns zero.

The step from a real array to these equations is the circuit reduction above: equal $I_c$ and $R$, no capacitance and no separate noise in each junction are built into `IsSeriesArray`.

## A linear equation for the half-angle sine

Write $S_{ij}=\sin((p_i-p_j)/2)$. The drive cancels in the difference of two junction equations:

$$
p_i'-p_j'=-(\sin p_i-\sin p_j).
$$

The chain rule gives

$$
S_{ij}'=-\tfrac12\cos\tfrac{p_i-p_j}{2}\,(\sin p_i-\sin p_j).
$$

Now use

$$
\sin p_i-\sin p_j=2\sin\tfrac{p_i-p_j}{2}\cos\tfrac{p_i+p_j}{2},
$$

$$
\cos p_i+\cos p_j=2\cos\tfrac{p_i+p_j}{2}\cos\tfrac{p_i-p_j}{2}.
$$

The result is linear in $S_{ij}$:

$$
S_{ij}'=-\tfrac12(\cos p_i+\cos p_j)\,S_{ij}.
$$

Each phase is differentiable, so its cosine is continuous and can be integrated. Multiplying $S_{ij}$ by $\exp\big(\tfrac12\int_{t_0}^t(\cos p_i+\cos p_j)\,ds\big)$ gives a function with zero derivative. Therefore

$$
S_{ij}(t)=S_{ij}(t_0)\,E_i(t)\,E_j(t),\qquad
E_i(t)=\exp\Big(-\tfrac12\int_{t_0}^{t}\cos p_i(s)\,ds\Big).
$$

The rate is a sum of one term per junction, so the exponential splits into one factor per junction. These factors are positive. Hence $S_{ij}$ vanishes at $t$ exactly when it vanishes at $t_0$, which means that coincidence is preserved in both time directions.

## Four factors that cancel

Insert this formula into the cross ratio:

$$
X(t)=\frac{S_{ij}(t_0)S_{kl}(t_0)\,E_iE_jE_kE_l}{S_{ik}(t_0)S_{jl}(t_0)\,E_iE_kE_jE_l}=X(t_0).
$$

Each junction appears once above and once below, so its factor drops out. The two sines in the denominator are nonzero at $t_0$ by hypothesis, and so at all times.

## Three phases and the cross ratio fix the fourth

For any four phases, Ptolemy's identity holds:

$$
S_{ij}S_{kl}+S_{il}S_{jk}=S_{ik}S_{jl}.
$$

To check it, put $s_i=\sin(p_i/2)$ and $c_i=\cos(p_i/2)$, so that $S_{ij}=s_ic_j-c_is_j$. On the left, the terms $s_ic_js_kc_l$ and $c_is_jc_ks_l$ each occur with both signs and cancel. What remains is

$$
s_is_jc_kc_l-s_ic_jc_ks_l-c_is_js_kc_l+c_ic_js_ks_l=(s_ic_k-c_is_k)(s_jc_l-c_js_l),
$$

which is the right-hand side.

Suppose now that $i,j,k$ are pairwise non-coincident, that neither $l$ nor $m$ coincides with $j$, and that $l$ and $m$ give the same cross ratio with $i,j,k$. Cancelling the common nonzero factors leaves $S_{kl}S_{jm}=S_{km}S_{jl}$. Ptolemy's identity for $j,k,l,m$ reads

$$
S_{jk}S_{lm}+S_{jm}S_{kl}=S_{jl}S_{km},
$$

so $S_{jk}S_{lm}=0$. Since $S_{jk}\neq0$, the phases $p_l$ and $p_m$ agree modulo $2\pi$.

## Four phases relaxing without drive

For $f=0$, let $p_c(t)=2\arctan x$ with $x=ce^{-t}$ and a real label $c$. Since $x'=-x$,

$$
p_c'=-\frac{2x}{1+x^2}=-\sin p_c,
$$

so these phases solve the equations. For a second label $d$, with $y=de^{-t}$, the half-angle sine is

$$
S_{cd}=\sin(\arctan x-\arctan y)=\frac{x-y}{\sqrt{(1+x^2)(1+y^2)}}.
$$

It is nonzero whenever $c\neq d$, so different labels never coincide.

Take the labels $0,1,2,3$ for $i,j,k,l$. At $t=0$ the values of $x$ are $0,1,2,3$, and

$$
X(0)=\frac{\left(-\frac1{\sqrt2}\right)\left(-\frac1{\sqrt{50}}\right)}{\left(-\frac2{\sqrt5}\right)\left(-\frac2{\sqrt{20}}\right)}=\frac{1/10}{4/10}=\frac14.
$$

At $t=\ln2$ they have halved to $0,\frac12,1,\frac32$, and

$$
X(\ln2)=\frac{\left(-\frac1{\sqrt5}\right)\left(-\frac1{\sqrt{26}}\right)}{\left(-\frac1{\sqrt2}\right)\left(-\frac4{\sqrt{65}}\right)}=\frac{1/\sqrt{130}}{4/\sqrt{130}}=\frac14.
$$

## What goes wrong with full phase differences

Leaving out the factor $\frac12$ inside the sines destroys the invariant. Since $\sin(p_i-p_j)=2S_{ij}\cos((p_i-p_j)/2)$, the altered ratio is $X$ times the corresponding ratio of cosines. In the example, that extra factor is $\frac74$ at $t=0$ and $\frac{10}{7}$ at $t=\ln2$. The altered ratio therefore moves from $\frac7{16}$ to $\frac5{14}$.

## The complete Lean development

```lean
import Mathlib

open scoped Real

namespace JosephsonSeriesArray

noncomputable section

variable {ι : Type*}

/-- The phases `p k` of identical overdamped junctions in series, all driven by the same `f`:
each obeys `p' = f(t) - sin p`. -/
def IsSeriesArray (f : ℝ → ℝ) (p : ι → ℝ → ℝ) : Prop :=
  ∀ k t, HasDerivAt (p k) (f t - Real.sin (p k t)) t

/-- Junctions `i` and `j` coincide at time `t` if their phases differ by a multiple of `2π`. -/
def Coincide (p : ι → ℝ → ℝ) (i j : ι) (t : ℝ) : Prop :=
  ∃ n : ℤ, p i t - p j t = n * (2 * π)

/-- The sine of half the phase difference of junctions `i` and `j`. -/
def chord (p : ι → ℝ → ℝ) (i j : ι) : ℝ → ℝ :=
  fun t => Real.sin ((p i t - p j t) / 2)

/-- The factor `exp(-½ ∫ cos q)` that a single junction with phase `q` accumulates
from time `t₀` to time `t`. -/
def damping (q : ℝ → ℝ) (t₀ t : ℝ) : ℝ :=
  Real.exp (-(∫ s in t₀..t, Real.cos (q s)) / 2)

/-- The cross ratio of four junction phases, meaningful when `i`, `k` do not coincide
and `j`, `l` do not coincide. -/
def crossRatio (p : ι → ℝ → ℝ) (i j k l : ι) (t : ℝ) : ℝ :=
  chord p i j t * chord p k l t / (chord p i k t * chord p j l t)

/-- The half-angle sine of two phases vanishes exactly when the junctions coincide. -/
theorem chord_eq_zero_iff (p : ι → ℝ → ℝ) (i j : ι) (t : ℝ) :
    chord p i j t = 0 ↔ Coincide p i j t := by
  simp only [chord, Coincide]
  rw [Real.sin_eq_zero_iff]
  constructor <;> rintro ⟨n, hn⟩ <;> exact ⟨n, by linarith⟩

/-- In a series array the half-angle sine of two phases obeys a linear equation, with rate
minus the mean of the two cosines; the common drive drops out. -/
theorem hasDerivAt_chord {f : ℝ → ℝ} {p : ι → ℝ → ℝ} (hp : IsSeriesArray f p)
    (i j : ι) (t : ℝ) :
    HasDerivAt (chord p i j)
      (-(Real.cos (p i t) + Real.cos (p j t)) / 2 * chord p i j t) t := by
  have h := (((hp i t).fun_sub (hp j t)).div_const 2).sin
  -- sum-to-product formulas turn the difference of supercurrents into the chord
  have trig : Real.cos ((p i t - p j t) / 2) * (Real.sin (p i t) - Real.sin (p j t))
      = (Real.cos (p i t) + Real.cos (p j t)) * Real.sin ((p i t - p j t) / 2) := by
    rw [Real.sin_sub_sin, Real.cos_add_cos]
    ring
  refine h.congr_deriv ?_
  simp only [chord]
  linear_combination (-1 / 2) * trig

/-- In a series array the half-angle sine of two phases at time `t` is its value at `t₀`
times one factor for each of the two junctions. -/
theorem chord_propagation {f : ℝ → ℝ} {p : ι → ℝ → ℝ} (hp : IsSeriesArray f p)
    (i j : ι) (t₀ t : ℝ) :
    chord p i j t = chord p i j t₀ * (damping (p i) t₀ t * damping (p j) t₀ t) := by
  have hI : ∀ k s, HasDerivAt (fun u => ∫ x in t₀..u, Real.cos (p k x))
      (Real.cos (p k s)) s := by
    intro k s
    have hc : Continuous (p k) :=
      continuous_iff_continuousAt.2 fun x => (hp k x).continuousAt
    have hcos : Continuous (fun x => Real.cos (p k x)) := Real.continuous_cos.comp hc
    exact (hcos.integral_hasStrictDerivAt t₀ s).hasDerivAt
  -- the product of the chord and the integrating factor has zero derivative
  have hG : ∀ s, HasDerivAt (fun u => chord p i j u *
      Real.exp (((∫ x in t₀..u, Real.cos (p i x)) + ∫ x in t₀..u, Real.cos (p j x)) / 2))
      0 s := by
    intro s
    refine ((hasDerivAt_chord hp i j s).fun_mul
      (((hI i s).fun_add (hI j s)).div_const 2).exp).congr_deriv ?_
    ring
  have key := is_const_of_deriv_eq_zero (fun s => (hG s).differentiableAt)
    (fun s => (hG s).deriv) t t₀
  simp only [intervalIntegral.integral_same, add_zero, zero_div, Real.exp_zero,
    mul_one] at key
  have he : Real.exp (((∫ x in t₀..t, Real.cos (p i x)) +
      ∫ x in t₀..t, Real.cos (p j x)) / 2) *
      (damping (p i) t₀ t * damping (p j) t₀ t) = 1 := by
    unfold damping
    rw [← Real.exp_add, ← Real.exp_add, Real.exp_eq_one_iff]
    ring
  linear_combination (damping (p i) t₀ t * damping (p j) t₀ t) * key - chord p i j t * he

/-- Two junctions of a series array coincide at one time exactly when they coincide
at any other time. -/
theorem coincide_iff {f : ℝ → ℝ} {p : ι → ℝ → ℝ} (hp : IsSeriesArray f p)
    (i j : ι) (t₀ t : ℝ) : Coincide p i j t ↔ Coincide p i j t₀ := by
  have hi : damping (p i) t₀ t ≠ 0 := (Real.exp_pos _).ne'
  have hj : damping (p j) t₀ t ≠ 0 := (Real.exp_pos _).ne'
  rw [← chord_eq_zero_iff, ← chord_eq_zero_iff, chord_propagation hp i j t₀ t]
  simp only [mul_eq_zero, hi, hj, or_false]

/-- Series array invariant: if junctions `i`, `k` and junctions `j`, `l` do not coincide at
time `t₀`, they do not coincide at any time `t`, and the cross ratio keeps its value. -/
theorem crossRatio_constant {f : ℝ → ℝ} {p : ι → ℝ → ℝ} (hp : IsSeriesArray f p)
    {i j k l : ι} {t₀ : ℝ} (hik : ¬ Coincide p i k t₀) (hjl : ¬ Coincide p j l t₀) (t : ℝ) :
    ¬ Coincide p i k t ∧ ¬ Coincide p j l t ∧
      crossRatio p i j k l t = crossRatio p i j k l t₀ := by
  refine ⟨fun h => hik ((coincide_iff hp i k t₀ t).1 h),
    fun h => hjl ((coincide_iff hp j l t₀ t).1 h), ?_⟩
  rw [← chord_eq_zero_iff] at hik hjl
  have hE : ∀ m, damping (p m) t₀ t ≠ 0 := fun m => (Real.exp_pos _).ne'
  unfold crossRatio
  rw [chord_propagation hp i j t₀ t, chord_propagation hp k l t₀ t,
    chord_propagation hp i k t₀ t, chord_propagation hp j l t₀ t]
  -- each junction contributes its factor once above and once below
  rw [div_eq_div_iff
    (mul_ne_zero (mul_ne_zero hik (mul_ne_zero (hE i) (hE k)))
      (mul_ne_zero hjl (mul_ne_zero (hE j) (hE l))))
    (mul_ne_zero hik hjl)]
  ring

/-- Ptolemy's identity for the half-angle sines of any four phases. -/
theorem chord_ptolemy (p : ι → ℝ → ℝ) (i j k l : ι) (t : ℝ) :
    chord p i j t * chord p k l t + chord p i l t * chord p j k t
      = chord p i k t * chord p j l t := by
  simp only [chord, sub_div, Real.sin_sub]
  ring

/-- Let `i`, `j`, `k` be pairwise non-coincident, and let neither `l` nor `m` coincide with `j`.
If `l` and `m` have the same cross ratio with `i`, `j`, `k`, their phases agree modulo `2π`. -/
theorem coincide_of_crossRatio_eq (p : ι → ℝ → ℝ) {i j k l m : ι} {t : ℝ}
    (hij : ¬ Coincide p i j t) (hik : ¬ Coincide p i k t) (hjk : ¬ Coincide p j k t)
    (hjl : ¬ Coincide p j l t) (hjm : ¬ Coincide p j m t)
    (h : crossRatio p i j k l t = crossRatio p i j k m t) : Coincide p l m t := by
  rw [← chord_eq_zero_iff] at hij hik hjk hjl hjm ⊢
  unfold crossRatio at h
  rw [div_eq_div_iff (mul_ne_zero hik hjl) (mul_ne_zero hik hjm)] at h
  have h' : chord p k l t * chord p j m t = chord p k m t * chord p j l t :=
    mul_left_cancel₀ (mul_ne_zero hij hik) (by linear_combination h)
  -- Ptolemy's identity leaves only the product of two chords
  have h0 : chord p j k t * chord p l m t = 0 := by
    linear_combination chord_ptolemy p j k l m t - h'
  exact (mul_eq_zero.1 h0).resolve_left hjk

/-- Without drive, the phases `2 arctan(c exp(-t))`, labelled by real `c`, form a series array,
and junctions with different labels never coincide. -/
theorem isSeriesArray_witness :
    IsSeriesArray (fun _ => 0) (fun c t : ℝ => 2 * Real.arctan (c * Real.exp (-t))) ∧
    ∀ c d t : ℝ, c ≠ d →
      ¬ Coincide (fun c t : ℝ => 2 * Real.arctan (c * Real.exp (-t))) c d t := by
  have hsin : ∀ x : ℝ, Real.sin (Real.arctan x) = x * Real.cos (Real.arctan x) := by
    intro x
    rw [Real.sin_arctan, Real.cos_arctan]
    ring
  constructor
  · intro c t
    have h0 : HasDerivAt (fun s : ℝ => -s) (-1) t := hasDerivAt_neg t
    refine (((h0.exp.const_mul c).arctan).const_mul 2).congr_deriv ?_
    rw [Real.sin_two_mul, hsin]
    linear_combination (2 * (c * Real.exp (-t))) * Real.cos_sq_arctan (c * Real.exp (-t))
  · intro c d t hcd
    rw [← chord_eq_zero_iff]
    have hval : chord (fun c t : ℝ => 2 * Real.arctan (c * Real.exp (-t))) c d t
        = (c - d) * Real.exp (-t) * (Real.cos (Real.arctan (c * Real.exp (-t))) *
          Real.cos (Real.arctan (d * Real.exp (-t)))) := by
      simp only [chord]
      rw [← mul_sub, mul_div_cancel_left₀ _ (two_ne_zero' ℝ), Real.sin_sub, hsin, hsin]
      ring
    rw [hval]
    exact mul_ne_zero (mul_ne_zero (sub_ne_zero.2 hcd) (Real.exp_pos _).ne')
      (mul_ne_zero (Real.cos_arctan_pos _).ne' (Real.cos_arctan_pos _).ne')

end

end JosephsonSeriesArray
```

```lean
#print axioms JosephsonSeriesArray.crossRatio_constant
-- 'JosephsonSeriesArray.crossRatio_constant' depends on axioms: [propext, Classical.choice, Quot.sound]
#print axioms JosephsonSeriesArray.coincide_of_crossRatio_eq
-- 'JosephsonSeriesArray.coincide_of_crossRatio_eq' depends on axioms: [propext, Classical.choice, Quot.sound]
```

## From the integrating factor to the cancelled ratio

`chord_eq_zero_iff` translates between geometry and algebra: a sine vanishes exactly at integer multiples of $\pi$, so the half-angle sine vanishes exactly at coincidence. Later proofs use it to turn non-coincidence into the nonzero denominators they need.

`hasDerivAt_chord` is the linear equation. Its first line applies the chain rule to half the difference of the two junction equations. The auxiliary identity `trig` combines the two sum-to-product formulas, and `linear_combination (-1 / 2) * trig` matches the derivative so obtained with the stated one.

`chord_propagation` integrates that equation. The fact `hI` is the fundamental theorem of calculus for $\int\cos p_k$, with continuity obtained from differentiability of the phase. In `hG`, the product of the half-angle sine and the integrating factor has derivative zero, and `is_const_of_deriv_eq_zero` makes it constant. Finally, `he` says that the integrating factor and the two factors $E_i$, $E_j$ multiply to one, which lets the last line solve for the sine at time $t$. In the code $E_i$ is `damping (p i) t₀ t`. Despite its name, this factor can exceed one, for instance at later times when the cosine has stayed negative.

`coincide_iff` follows because exponentials are nonzero. `crossRatio_constant` uses it for the two non-coincidence claims, then rewrites all four half-angle sines at time $t$ by `chord_propagation`. With the denominators known to be nonzero, `div_eq_div_iff` cross-multiplies the desired equality, and `ring` verifies that both sides contain the same factors.

`chord_ptolemy` expands each sine of a difference and leaves the cancellation to `ring`. In `coincide_of_crossRatio_eq`, the equality `h'` is what remains after the common factors are cancelled, and `h0` is the product $S_{jk}S_{lm}=0$ supplied by Ptolemy's identity. This theorem concerns a single instant and does not use the differential equation.

`isSeriesArray_witness` verifies the undriven family. Its first half differentiates the arctangent and compares the result with the double-angle formula for the sine. Its second half computes the half-angle sine as $(c-d)e^{-t}$ times two positive cosines, which is nonzero for different labels.
